# The free energy of a finite Hermitian matrix H0 + λV has λ-derivative ⟨V⟩, even when H0 and V do not commute

For Hermitian matrices H0 and V and inverse temperature β > 0, the free energy

F(λ) = −(1/β) log Tr exp(−β(H0 + λV))

is differentiable at every real λ, and its derivative is the thermal average of V at that coupling:

F′(λ) = Tr(exp(−β(H0 + λV)) V) / Tr exp(−β(H0 + λV)).

I use this whenever I integrate over a coupling constant, usually after differentiating the exponential as if H0 and V commuted. They generally don't. Can the step be made rigorous, with a proof that a machine has checked, all the way to the integral formula?

## Cyclicity of the trace makes up for the missing commutativity

Yes. The derivative of the matrix exponential itself is complicated when H0 and V do not commute, but its trace behaves simply. Let A and B be any complex N × N matrices, z a complex number, and M = A + zB. The product rule gives

d/dz M^(k+1) = Σ M^j B M^(k−j), summed over j = 0, …, k.

The k + 1 terms are in general different matrices, but cyclicity gives them all the same trace, so

d/dz Tr M^(k+1) = (k+1) Tr(M^k B).

Now expand the exponential:

Tr exp(M) = Tr 1 + Σ Tr M^(k+1) / (k+1)!, summed over k ≥ 0.

Differentiating term by term produces Tr(M^k B)/k!. To justify this, let z range over a bounded disc, on which the entries of M are bounded by some c, and let b bound the entries of B. By induction, each entry of M^k B is at most (Nc)^k b in modulus, so

|Tr(M^k B)| / k! ≤ N b (Nc)^k / k!.

The right-hand side is summable and does not depend on z within the disc. The differentiated series therefore converges uniformly there, and

d/dz Tr exp(A + zB) = Tr(exp(A + zB) B).

Write H(λ) = H0 + λV and Z(λ) = Tr exp(−βH(λ)). Setting A = −βH0, B = −βV and z = λ gives

Z′(λ) = −β Tr(exp(−βH(λ)) V).

The logarithm needs Z > 0. Put S = exp(−βH(λ)/2), which is Hermitian and invertible. Then exp(−βH(λ)) = S†S, and

Z(λ) = Σ |S_ji|² > 0, summed over all i and j,

because an invertible matrix of size at least one has a nonzero entry. The chain rule now gives

F′(λ) = −(1/β) Z′(λ)/Z(λ) = Tr(exp(−βH(λ)) V) / Z(λ) = ⟨V⟩_λ.

This average is real: conjugating Tr(exp(−βH(λ)) V) reverses the order of two Hermitian factors, and cyclicity restores it. It is also continuous in λ, so the fundamental theorem of calculus yields, for every real g,

F(g) − F(0) = ∫₀^g ⟨V⟩_λ dλ.

The smallest dimension in which H0 and V can fail to commute is two. Take H0 = hσz with h > 0, V = σx and E = √(h² + λ²). The eigenvalues are ±E, so F(λ) = −(1/β) log(2 cosh βE) and F′(λ) = −(λ/E) tanh βE. Since exp(−βH(λ)) = cosh(βE) 1 − sinh(βE) H(λ)/E, the thermal average of σx is the same expression.

Here is the complete Lean file.

```lean
import Mathlib

open Matrix

namespace CouplingConstantIntegration

noncomputable section

variable {n : Type*} [Fintype n] [DecidableEq n]

/-- The Boltzmann operator `exp(-βH)`. -/
def boltzmann (β : ℝ) (H : Matrix n n ℂ) : Matrix n n ℂ :=
  NormedSpace.exp ((-(β : ℂ)) • H)

/-- The partition function `Tr exp(-βH)`. -/
def partitionFunction (β : ℝ) (H : Matrix n n ℂ) : ℂ := trace (boltzmann β H)

/-- The thermal average `Tr(exp(-βH) V) / Tr exp(-βH)`. -/
def thermalAverage (β : ℝ) (H V : Matrix n n ℂ) : ℂ :=
  trace (boltzmann β H * V) / partitionFunction β H

/-- The free energy `-(1/β) log Tr exp(-βH)`. -/
def freeEnergy (β : ℝ) (H : Matrix n n ℂ) : ℝ :=
  -(1 / β) * Real.log (partitionFunction β H).re

omit [DecidableEq n] in
private lemma entry_le_sum (f : n → n → ℝ) (hf : ∀ i j, 0 ≤ f i j) (i j : n) :
    f i j ≤ ∑ i, ∑ j, f i j :=
  (Finset.single_le_sum (f := fun j => f i j) (fun j _ => hf i j) (Finset.mem_univ j)).trans
    (Finset.single_le_sum (f := fun i => ∑ j, f i j)
      (fun i _ => Finset.sum_nonneg fun j _ => hf i j) (Finset.mem_univ i))

private lemma continuous_exp :
    Continuous (fun X : Matrix n n ℂ => NormedSpace.exp X) := by
  let : NormedRing (Matrix n n ℂ) := Matrix.linftyOpNormedRing
  let : NormedAlgebra ℂ (Matrix n n ℂ) := Matrix.linftyOpNormedAlgebra
  let : NormedAlgebra ℚ (Matrix n n ℂ) := Matrix.linftyOpNormedAlgebra
  have : CompleteSpace (Matrix n n ℂ) := FiniteDimensional.complete ℂ _
  exact NormedSpace.exp_continuous

private lemma hasSum_exp (X : Matrix n n ℂ) :
    HasSum (fun k : ℕ => ((k.factorial : ℂ)⁻¹) • X ^ k) (NormedSpace.exp X) := by
  let : NormedRing (Matrix n n ℂ) := Matrix.linftyOpNormedRing
  let : NormedAlgebra ℂ (Matrix n n ℂ) := Matrix.linftyOpNormedAlgebra
  have : CompleteSpace (Matrix n n ℂ) := FiniteDimensional.complete ℂ _
  exact NormedSpace.exp_series_hasSum_exp' X

private lemma hasSum_trace (X B : Matrix n n ℂ) :
    HasSum (fun k : ℕ => (k.factorial : ℂ)⁻¹ * trace (X ^ k * B))
      (trace (NormedSpace.exp X * B)) := by
  have h := ((hasSum_exp X).mul_right B).map (Matrix.traceAddMonoidHom n ℂ)
    (continuous_id.matrix_trace)
  convert h using 1
  · funext k
    simp [Matrix.smul_mul, trace_smul]
  · rfl

/-- Under the trace, a power of `A + zB` is differentiated as if `A` and `B` commuted. -/
theorem hasDerivAt_trace_pow (A B : Matrix n n ℂ) (k : ℕ) (z : ℂ) :
    HasDerivAt (fun w : ℂ => trace ((A + w • B) ^ (k + 1)))
      (((k : ℂ) + 1) * trace ((A + z • B) ^ k * B)) z := by
  have hlin : ∀ i j, HasDerivAt (fun w : ℂ => A i j + w * B i j) (B i j) z := fun i j =>
    (((hasDerivAt_id' z).mul_const (B i j)).const_add (A i j)).congr_deriv (one_mul _)
  -- `D` is the entrywise derivative of the power; cyclicity collects its terms
  have key : ∀ k : ℕ, ∃ D : Matrix n n ℂ,
      (∀ i j, HasDerivAt (fun w : ℂ => ((A + w • B) ^ (k + 1)) i j) (D i j) z) ∧
      ∀ m : ℕ, trace ((A + z • B) ^ m * D)
        = ((k : ℂ) + 1) * trace ((A + z • B) ^ (m + k) * B) := by
    intro k
    induction k with
    | zero =>
      refine ⟨B, fun i j => ?_, fun m => by simp⟩
      simp only [zero_add, pow_one, Matrix.add_apply, Matrix.smul_apply, smul_eq_mul]
      exact hlin i j
    | succ k ih =>
      obtain ⟨D, hD, hT⟩ := ih
      refine ⟨D * (A + z • B) + (A + z • B) ^ (k + 1) * B, fun i j => ?_, fun m => ?_⟩
      · have e : (fun w : ℂ => ((A + w • B) ^ (k + 1 + 1)) i j)
            = fun w => ∑ l, ((A + w • B) ^ (k + 1)) i l * (A l j + w * B l j) := by
          funext w
          rw [pow_succ, Matrix.mul_apply]
          rfl
        rw [e]
        refine (HasDerivAt.fun_sum (u := Finset.univ)
          (fun l _ => (hD i l).fun_mul (hlin l j))).congr_deriv ?_
        simp only [Matrix.add_apply, Matrix.mul_apply, Matrix.smul_apply, smul_eq_mul,
          Finset.sum_add_distrib]
      · have h1 : trace ((A + z • B) ^ m * (D * (A + z • B)))
            = trace ((A + z • B) ^ (m + 1) * D) := by
          rw [← mul_assoc, trace_mul_comm, ← mul_assoc, ← pow_succ']
        rw [mul_add, trace_add, h1, hT, ← mul_assoc, ← pow_add,
          show m + 1 + k = m + (k + 1) by omega]
        push_cast
        ring
  obtain ⟨D, hD, hT⟩ := key k
  have h0 := hT 0
  simp only [pow_zero, one_mul, zero_add] at h0
  exact (HasDerivAt.fun_sum (u := Finset.univ) (fun i _ => hD i i)).congr_deriv h0

/-- If the entries of `M` and `B` are bounded by `c` and `b`, then `Tr(M^k B)` grows at most
geometrically in `k`. -/
theorem norm_trace_pow_mul_le (M B : Matrix n n ℂ) {c b : ℝ} (hM : ∀ i j, ‖M i j‖ ≤ c)
    (hB : ∀ i j, ‖B i j‖ ≤ b) (k : ℕ) :
    ‖trace (M ^ k * B)‖ ≤ Fintype.card n * ((Fintype.card n * c) ^ k * b) := by
  have key : ∀ i j, ‖(M ^ k * B) i j‖ ≤ (Fintype.card n * c) ^ k * b := by
    induction k with
    | zero => simpa using hB
    | succ k ih =>
      intro i j
      rw [pow_succ', mul_assoc, Matrix.mul_apply]
      calc ‖∑ l, M i l * (M ^ k * B) l j‖ ≤ ∑ l, ‖M i l * (M ^ k * B) l j‖ := norm_sum_le _ _
        _ ≤ ∑ _l : n, c * ((Fintype.card n * c) ^ k * b) :=
          Finset.sum_le_sum fun l _ => by
            rw [norm_mul]
            exact mul_le_mul (hM i l) (ih l j) (norm_nonneg _) ((norm_nonneg _).trans (hM i l))
        _ = _ := by
          rw [Finset.sum_const, Finset.card_univ, nsmul_eq_mul]
          ring
  calc ‖trace (M ^ k * B)‖ ≤ ∑ i, ‖(M ^ k * B) i i‖ := norm_sum_le _ _
    _ ≤ ∑ _i : n, (Fintype.card n * c) ^ k * b := Finset.sum_le_sum fun i _ => key i i
    _ = _ := by rw [Finset.sum_const, Finset.card_univ, nsmul_eq_mul]

/-- The derivative of `Tr exp(A + zB)` in `z` is `Tr(exp(A + zB) B)`, for any square matrices
`A` and `B`. -/
theorem hasDerivAt_trace_exp (A B : Matrix n n ℂ) (z : ℂ) :
    HasDerivAt (fun w : ℂ => trace (NormedSpace.exp (A + w • B)))
      (trace (NormedSpace.exp (A + z • B) * B)) z := by
  have hA := entry_le_sum (fun i j => ‖A i j‖) (fun _ _ => norm_nonneg _)
  have hB := entry_le_sum (fun i j => ‖B i j‖) (fun _ _ => norm_nonneg _)
  set a := ∑ i, ∑ j, ‖A i j‖
  set b := ∑ i, ∑ j, ‖B i j‖
  have hR : 0 ≤ ‖z‖ + 1 := by positivity
  have hs : ∀ w : ℂ, HasSum
      (fun k : ℕ => ((k + 1).factorial : ℂ)⁻¹ * trace ((A + w • B) ^ (k + 1)))
      (trace (NormedSpace.exp (A + w • B)) - trace (1 : Matrix n n ℂ)) := by
    intro w
    have h := (hasSum_nat_add_iff' 1).mpr (hasSum_trace (A + w • B) 1)
    simpa using h
  have hz : z ∈ Metric.ball (0 : ℂ) (‖z‖ + 1) := by simp
  -- differentiate the exponential series term by term on a disc containing `z`
  have hd := hasDerivAt_tsum_of_isPreconnected
    (g := fun (k : ℕ) (w : ℂ) => ((k + 1).factorial : ℂ)⁻¹ * trace ((A + w • B) ^ (k + 1)))
    (g' := fun (k : ℕ) (w : ℂ) => (k.factorial : ℂ)⁻¹ * trace ((A + w • B) ^ k * B))
    ((Real.summable_pow_div_factorial
      (Fintype.card n * (a + (‖z‖ + 1) * b))).mul_left (Fintype.card n * b))
    Metric.isOpen_ball (convex_ball (0 : ℂ) (‖z‖ + 1)).isPreconnected
    (fun k w _ => ((hasDerivAt_trace_pow A B k w).const_mul _).congr_deriv (by
      have h1 : (k : ℂ) + 1 ≠ 0 := Nat.cast_add_one_ne_zero k
      have h2 : (k.factorial : ℂ) ≠ 0 := Nat.cast_ne_zero.mpr k.factorial_ne_zero
      rw [Nat.factorial_succ]
      push_cast
      field_simp))
    (fun k w hw => by
      have hw' : ‖w‖ ≤ ‖z‖ + 1 := (mem_ball_zero_iff.mp hw).le
      have hM : ∀ i j, ‖(A + w • B) i j‖ ≤ a + (‖z‖ + 1) * b := fun i j => by
        rw [Matrix.add_apply, Matrix.smul_apply, smul_eq_mul]
        refine (norm_add_le _ _).trans ?_
        rw [norm_mul]
        exact add_le_add (hA i j) (mul_le_mul hw' (hB i j) (norm_nonneg _) hR)
      rw [norm_mul, norm_inv, Complex.norm_natCast]
      refine (mul_le_mul_of_nonneg_left (norm_trace_pow_mul_le _ B hM hB k)
        (by positivity)).trans (le_of_eq ?_)
      ring)
    hz (hs z).summable hz
  have e : (fun w : ℂ => trace (NormedSpace.exp (A + w • B))) = fun w =>
      (∑' k : ℕ, ((k + 1).factorial : ℂ)⁻¹ * trace ((A + w • B) ^ (k + 1)))
        + trace (1 : Matrix n n ℂ) := by
    funext w
    rw [(hs w).tsum_eq]
    ring
  rw [e]
  exact (hd.add_const _).congr_deriv (hasSum_trace (A + z • B) B).tsum_eq

private lemma boltzmann_isHermitian (β : ℝ) {H : Matrix n n ℂ} (hH : H.IsHermitian) :
    (boltzmann β H).IsHermitian := by
  apply Matrix.IsHermitian.exp
  change ((-(β : ℂ)) • H)ᴴ = _
  rw [conjTranspose_smul, hH.eq]
  simp

private lemma coupled_isHermitian {H0 V : Matrix n n ℂ} (h0 : H0.IsHermitian)
    (hV : V.IsHermitian) (l : ℝ) : (H0 + (l : ℂ) • V).IsHermitian := by
  change (H0 + (l : ℂ) • V)ᴴ = _
  rw [conjTranspose_add, conjTranspose_smul, h0.eq, hV.eq]
  simp

/-- The partition function of a Hermitian Hamiltonian is real and strictly positive. -/
theorem partitionFunction_pos [Nonempty n] (β : ℝ) {H : Matrix n n ℂ} (hH : H.IsHermitian) :
    0 < (partitionFunction β H).re ∧
      partitionFunction β H = ((partitionFunction β H).re : ℂ) := by
  -- `exp(-βH) = S†S` with `S = exp(-βH/2)` invertible
  have hS : boltzmann β H = (boltzmann (β / 2) H)ᴴ * boltzmann (β / 2) H := by
    rw [(boltzmann_isHermitian (β / 2) hH).eq]
    unfold boltzmann
    rw [← Matrix.exp_add_of_commute _ _ (Commute.refl _)]
    congr 1
    push_cast
    module
  have hne : boltzmann (β / 2) H ≠ 0 := (Matrix.isUnit_exp _).ne_zero
  generalize boltzmann (β / 2) H = S at hS hne
  have e : partitionFunction β H = ((∑ i, ∑ j, Complex.normSq (S j i) : ℝ) : ℂ) := by
    rw [partitionFunction, hS]
    simp only [Complex.ofReal_sum, trace, diag_apply, Matrix.mul_apply, conjTranspose_apply,
      Complex.normSq_eq_conj_mul_self] <;> rfl
  obtain ⟨j, i, hji⟩ : ∃ j i, S j i ≠ 0 := by
    by_contra hc
    push Not at hc
    exact hne (by ext j i; simpa using hc j i)
  rw [e, Complex.ofReal_re]
  exact ⟨(Complex.normSq_pos.mpr hji).trans_le (entry_le_sum
    (fun i j => Complex.normSq (S j i)) (fun _ _ => Complex.normSq_nonneg _) i j), rfl⟩

/-- The thermal average of a Hermitian observable is real. -/
theorem thermalAverage_im [Nonempty n] (β : ℝ) {H V : Matrix n n ℂ} (hH : H.IsHermitian)
    (hV : V.IsHermitian) : (thermalAverage β H V).im = 0 := by
  have h : star (trace (boltzmann β H * V)) = trace (boltzmann β H * V) := by
    rw [← trace_conjTranspose, conjTranspose_mul, (boltzmann_isHermitian β hH).eq, hV.eq,
      trace_mul_comm]
  rw [thermalAverage, (partitionFunction_pos β hH).2, Complex.div_ofReal_im,
    Complex.conj_eq_iff_im.mp h, zero_div]

/-- The free energy of `H0 + λV` is differentiable in the real coupling `λ`, and its derivative
is the thermal average of `V` at that coupling. -/
theorem hasDerivAt_freeEnergy [Nonempty n] {β : ℝ} (hβ : 0 < β) {H0 V : Matrix n n ℂ}
    (h0 : H0.IsHermitian) (hV : V.IsHermitian) (l : ℝ) :
    HasDerivAt (fun x : ℝ => freeEnergy β (H0 + (x : ℂ) • V))
      (thermalAverage β (H0 + (l : ℂ) • V) V).re l := by
  have hZ := partitionFunction_pos β (coupled_isHermitian h0 hV l)
  have hd := (hasDerivAt_trace_exp ((-(β : ℂ)) • H0) ((-(β : ℂ)) • V) (l : ℂ)).real_of_complex
  have e : ∀ x : ℝ, (-(β : ℂ)) • H0 + (x : ℂ) • ((-(β : ℂ)) • V)
      = (-(β : ℂ)) • (H0 + (x : ℂ) • V) := fun x => by module
  simp only [e, Matrix.mul_smul, trace_smul] at hd
  have hd' : HasDerivAt (fun x : ℝ => (partitionFunction β (H0 + (x : ℂ) • V)).re)
      (-β * (trace (boltzmann β (H0 + (l : ℂ) • V) * V)).re) l :=
    hd.congr_deriv (by simp [boltzmann])
  have hr : (thermalAverage β (H0 + (l : ℂ) • V) V).re
      = (trace (boltzmann β (H0 + (l : ℂ) • V) * V)).re
        / (partitionFunction β (H0 + (l : ℂ) • V)).re := by
    unfold thermalAverage
    conv_lhs => rw [hZ.2, Complex.div_ofReal_re]
  -- chain rule for the logarithm; the factors of `β` cancel
  refine ((hd'.log hZ.1.ne').const_mul (-(1 / β))).congr_deriv ?_
  rw [hr]
  have h1 := hβ.ne'
  have h2 := hZ.1.ne'
  field_simp

/-- Coupling-constant integration: the free-energy change on switching the coupling from `0` to
`g` is the integral of the thermal average of `V` over the coupling. -/
theorem freeEnergy_sub_eq_integral [Nonempty n] {β : ℝ} (hβ : 0 < β) {H0 V : Matrix n n ℂ}
    (h0 : H0.IsHermitian) (hV : V.IsHermitian) (g : ℝ) :
    freeEnergy β (H0 + (g : ℂ) • V) - freeEnergy β H0
      = ∫ l in (0 : ℝ)..g, (thermalAverage β (H0 + (l : ℂ) • V) V).re := by
  have hc : Continuous fun x : ℝ => boltzmann β (H0 + (x : ℂ) • V) :=
    continuous_exp.comp ((continuous_const.add
      (Complex.continuous_ofReal.smul continuous_const)).const_smul (-(β : ℂ)))
  have hne : ∀ x : ℝ, trace (boltzmann β (H0 + (x : ℂ) • V)) ≠ 0 := fun x hx => by
    have h := (partitionFunction_pos β (coupled_isHermitian h0 hV x)).1
    rw [partitionFunction, hx] at h
    simp at h
  have hcont : Continuous fun x : ℝ => (thermalAverage β (H0 + (x : ℂ) • V) V).re :=
    Complex.continuous_re.comp
      ((hc.matrix_mul continuous_const).matrix_trace.div hc.matrix_trace hne)
  rw [intervalIntegral.integral_eq_sub_of_hasDerivAt
    (fun x _ => hasDerivAt_freeEnergy hβ h0 hV x) (hcont.intervalIntegrable 0 g)]
  simp

end

end CouplingConstantIntegration
```

```lean
#print axioms CouplingConstantIntegration.thermalAverage_im
#print axioms CouplingConstantIntegration.hasDerivAt_freeEnergy
#print axioms CouplingConstantIntegration.freeEnergy_sub_eq_integral
```

```
'CouplingConstantIntegration.thermalAverage_im' depends on axioms: [propext, Classical.choice, Quot.sound]
'CouplingConstantIntegration.hasDerivAt_freeEnergy' depends on axioms: [propext, Classical.choice, Quot.sound]
'CouplingConstantIntegration.freeEnergy_sub_eq_integral' depends on axioms: [propext, Classical.choice, Quot.sound]
```

## What the Lean theorems say about the physics

The finite type `n` labels the basis states, and `Nonempty n` says that there is at least one. Operators are complex matrices of type `Matrix n n ℂ`. The definitions `boltzmann`, `partitionFunction`, `thermalAverage` and `freeEnergy` are the expressions above, with β in units of inverse energy.

The main theorem, `hasDerivAt_freeEnergy`, assumes β > 0 and that `H0` and `V` are Hermitian. Its conclusion, a `HasDerivAt` statement, says that the free energy is differentiable at the real coupling `l` with the stated derivative. No commutation relation is assumed.

The partition function and the thermal average are defined as complex numbers, while the free energy is real, which is why `.re` appears. Nothing is lost by it when the Hamiltonian is Hermitian, as both of the following theorems assume: `partitionFunction_pos` proves that the partition function equals its real part and is strictly positive, and `thermalAverage_im` proves that the average of a Hermitian observable has zero imaginary part.

`freeEnergy_sub_eq_integral` is the integrated formula. The coupling `g` may be negative, in which case the integral is oriented accordingly.

For interacting fermions in a finite one-particle basis, where Fock space is finite-dimensional, this is the identity that recovers the interaction contribution to the free energy from ⟨V⟩ along the coupling path. With the matrices restricted to a fixed number of particles, F is the Helmholtz free energy. On the whole Fock space, with H0 − μN̂ as `H0`, where N̂ is the particle-number operator, F is the grand potential at fixed chemical potential μ. The theorems do not cover infinite-dimensional spaces, the thermodynamic limit, zero temperature, or paths that are nonlinear in λ, such as one whose external potential is readjusted to hold the density fixed.

## How the Lean proof follows the calculation

`hasDerivAt_trace_pow` differentiates the powers. Instead of writing out the sum over positions of B, it proceeds by induction with a matrix `D`, the entrywise derivative of M^(k+1). The induction carries a slightly stronger statement, for every m:

Tr(M^m D) = (k+1) Tr(M^(m+k) B).

The next derivative is DM + M^(k+1)B. Cyclicity turns Tr(M^m D M) into Tr(M^(m+1) D), to which the induction hypothesis applies with m + 1 in place of m. Setting m = 0 at the end gives the required trace.

`norm_trace_pow_mul_le` is the geometric bound. `hasDerivAt_trace_exp` uses it on the disc of radius |z| + 1 about the origin, with sums of entry moduli serving as the bounds on A and B. Mathlib's `hasDerivAt_tsum_of_isPreconnected` then permits termwise differentiation, and `hasSum_trace` identifies the resulting series as Tr(exp(A + zB) B).

`partitionFunction_pos` carries out the S†S argument. Splitting the exponential into two halves is legitimate because −βH/2 commutes with itself.

In `hasDerivAt_freeEnergy`, `real_of_complex` restricts the complex derivative to real couplings and takes real parts. The chain rule for the logarithm follows, and `field_simp` cancels the factors of β. The last theorem obtains continuity of the thermal average from continuity of the matrix exponential and the nonvanishing of Z, then applies the fundamental theorem of calculus.
